# Intrinsic Hall conductivity of a single massive Dirac cone: half-quantised in the gap, outside it inversely proportional to the distance of the Fermi level from mid-gap

## The Dirac vector, its curvature and the conductivity

```lean
import Mathlib

open Matrix MeasureTheory Set Filter
open scoped Real Topology

namespace DiracAnomalousHall

noncomputable section
```

The first lines load Mathlib and its notation: `⬝ᵥ` is the dot product and `⨯₃` the cross product. Throughout, $k=(k_x,k_y)$ is the momentum, $v$ the Dirac velocity with $\hbar$ absorbed into it, $\Delta$ the mass and $\mu$ the Fermi energy measured from mid-gap.

```lean
/-- The vector `d(k) = (v k_x, v k_y, Δ)` of the two-dimensional massive Dirac Hamiltonian. -/
def dVec (v Δ : ℝ) (k : ℝ × ℝ) : Fin 3 → ℝ := ![v * k.1, v * k.2, Δ]
```

This is $d(k)=(vk_x,vk_y,\Delta)$. A momentum is a pair of real numbers, with `k.1` for $k_x$ and `k.2` for $k_y$. The type `Fin 3 → ℝ` is a real vector with components numbered 0, 1, 2. The physical Hamiltonian behind it is $H=d\cdot\sigma$, with $\sigma$ the Pauli matrices and bands $\pm|d|$.

```lean
/-- The Euclidean length of `d(k)`. -/
def energy (v Δ : ℝ) (k : ℝ × ℝ) : ℝ := √(dVec v Δ k ⬝ᵥ dVec v Δ k)
```

`energy` is $|d|=\sqrt{d\cdot d}$, the energy of the upper band.

```lean
/-- The unit vector `n = d / |d|`, defined where `d(k)` is nonzero. -/
def nVec (v Δ : ℝ) (k : ℝ × ℝ) : Fin 3 → ℝ := fun i => dVec v Δ k i / energy v Δ k
```

`nVec` is the unit vector $n=d/|d|$, written component by component.

```lean
/-- The Berry curvature `n · (∂ₓn × ∂ᵧn) / 2`, defined where `d(k)` is nonzero. -/
def berryCurvature (v Δ : ℝ) (k : ℝ × ℝ) : ℝ :=
  1 / 2 * (nVec v Δ k ⬝ᵥ
    ((deriv (fun x => nVec v Δ (x, k.2)) k.1) ⨯₃ (deriv (fun y => nVec v Δ (k.1, y)) k.2)))
```

This is $\Omega=\tfrac12\,n\cdot(\partial_x n\times\partial_y n)$, where `deriv` differentiates in one momentum component with the other held fixed. With the Berry connection $i\langle u|\nabla_k u\rangle$ it is the curvature of the lower band; the upper band has the opposite sign.

```lean
/-- The anomalous Hall conductivity in units of `e²/h`: the Berry curvature integrated over
the momenta with `|d(k)| > |μ|`, divided by `2π`. -/
def hallConductivity (v Δ μ : ℝ) : ℝ :=
  1 / (2 * π) * ∫ k in {k | |μ| < energy v Δ k}, berryCurvature v Δ k
```

In units of $e^2/h$, the conductivity is defined as

$$\sigma_{xy}=\frac1{2\pi}\int_{|d(k)|>|\mu|}\Omega\,d^2k .$$

The region encodes zero-temperature filling. For $\mu>|\Delta|$, the filled upper states cancel the lower states at the same momenta, which leaves $|d|>\mu$. For $\mu<-|\Delta|$, the occupied lower states are those with $|d|>|\mu|$. In the gap the whole lower band contributes.

This linear-response formula and its sign convention are taken as the definition, not derived from $H$. It describes the intrinsic contribution of one non-interacting cone on an unbounded momentum plane, without disorder or a lattice.

Lean assigns the value 0 to a derivative or integral that does not exist. The theorems below exclude this reading by proving that $n$ is differentiable and that the conductivity is nonzero.

## The dispersion

```lean
/-- The length of `d(k)` is the Dirac dispersion `√(v²k² + Δ²)`. -/
theorem energy_eq (v Δ : ℝ) (k : ℝ × ℝ) :
    energy v Δ k = √(v ^ 2 * (k.1 ^ 2 + k.2 ^ 2) + Δ ^ 2) := by
  have h : dVec v Δ k ⬝ᵥ dVec v Δ k = v ^ 2 * (k.1 ^ 2 + k.2 ^ 2) + Δ ^ 2 := by
    simp only [dotProduct, Fin.sum_univ_three]
    change v * k.1 * (v * k.1) + v * k.2 * (v * k.2) + Δ * Δ = _
    ring
  rw [energy, h]
```

Adding the squares of the three components gives $|d|=\sqrt{v^2(k_x^2+k_y^2)+\Delta^2}$. The tactic `ring` does the algebra under the root.

```lean
/-- In polar coordinates the dispersion depends only on the radius. -/
theorem energy_polar (v Δ r θ : ℝ) :
    energy v Δ (r * Real.cos θ, r * Real.sin θ) = √(v ^ 2 * r ^ 2 + Δ ^ 2) := by
  rw [energy_eq]
  congr 1
  linear_combination v ^ 2 * r ^ 2 * Real.sin_sq_add_cos_sq θ
```

Put $k=(r\cos\theta,r\sin\theta)$. Since $\sin^2\theta+\cos^2\theta=1$, the length becomes

$$\varepsilon(r)=\sqrt{v^2r^2+\Delta^2}.$$

`linear_combination` uses exactly that identity, multiplied by $v^2r^2$.

## Differentiating a unit vector

```lean
/-- The derivative of a normalised vector along a curve on which the vector is nonzero at the
point considered: the change of length contributes only a multiple of the vector itself. -/
theorem hasDerivAt_normalize {d : ℝ → Fin 3 → ℝ} {d' : Fin 3 → ℝ} {t : ℝ}
    (h : HasDerivAt d d' t) (hpos : 0 < d t ⬝ᵥ d t) :
    HasDerivAt (fun s i => d s i / √(d s ⬝ᵥ d s))
      (fun i => d' i / √(d t ⬝ᵥ d t) - (d t ⬝ᵥ d') / √(d t ⬝ᵥ d t) ^ 3 * d t i) t := by
  have hi := hasDerivAt_pi.1 h
  have hq : HasDerivAt (fun s => d s ⬝ᵥ d s) (2 * (d t ⬝ᵥ d')) t := by
    simp only [dotProduct, Fin.sum_univ_three]
    exact ((((hi 0).fun_mul (hi 0)).fun_add ((hi 1).fun_mul (hi 1))).fun_add
      ((hi 2).fun_mul (hi 2))).congr_deriv (by ring)
  have hne : √(d t ⬝ᵥ d t) ≠ 0 := (Real.sqrt_pos.2 hpos).ne'
  refine hasDerivAt_pi.2 fun i => ?_
  refine ((hi i).fun_div (hq.sqrt hpos.ne') hne).congr_deriv ?_
  generalize √(d t ⬝ᵥ d t) = E at hne ⊢
  field
```

`HasDerivAt d d' t` says that the curve $d$ has derivative $d'$ at $t$. Let $E=\sqrt{d\cdot d}$. Because $(d\cdot d)'=2\,d\cdot d'$, we have $E'=(d\cdot d')/E$, and the quotient rule gives

$$\left(\frac{d_i}{E}\right)'=\frac{d_i'}{E}-\frac{d\cdot d'}{E^3}\,d_i .$$

The hypothesis `hpos` keeps $E$ away from zero. In the proof, `hq` is the derivative of $d\cdot d$, `fun_div` is the quotient rule, and `field` compares the two fractions.

```lean
/-- Multiples of `d` added to the derivatives drop out of the triple product. -/
theorem triple_product_normalized (d a b : Fin 3 → ℝ) (E α β : ℝ) :
    (fun i => d i / E) ⬝ᵥ ((fun i => a i / E - α * d i) ⨯₃ (fun i => b i / E - β * d i))
      = (d ⬝ᵥ (a ⨯₃ b)) / E ^ 3 := by
  simp only [cross_apply, dotProduct, Fin.sum_univ_three, Matrix.cons_val]
  ring
```

Here $a$ and $b$ stand for the two derivatives of $d$, and $\alpha,\beta$ for the coefficients of the extra terms. Expanding the cross product,

$$\left(\frac aE-\alpha d\right)\times\left(\frac bE-\beta d\right)=\frac{a\times b}{E^2}-\frac{\beta}{E}\,a\times d-\frac{\alpha}{E}\,d\times b .$$

The last two terms are perpendicular to $d$, so the dot product with $d/E$ leaves $d\cdot(a\times b)/E^3$. Lean writes out the components and lets `ring` find the cancellation.

```lean
/-- For a nonzero mass, `n` is differentiable in `k_x` and in `k_y` at every momentum, and the
Berry curvature is `v²Δ / (2|d|³)`. -/
theorem berryCurvature_eq (v : ℝ) {Δ : ℝ} (hΔ : Δ ≠ 0) (k : ℝ × ℝ) :
    DifferentiableAt ℝ (fun x => nVec v Δ (x, k.2)) k.1 ∧
    DifferentiableAt ℝ (fun y => nVec v Δ (k.1, y)) k.2 ∧
    berryCurvature v Δ k = v ^ 2 * Δ / (2 * energy v Δ k ^ 3) := by
  obtain ⟨x, y⟩ := k
  have hE : 0 < energy v Δ (x, y) := by
    rw [energy_eq]
    positivity
  have hp : 0 < dVec v Δ (x, y) ⬝ᵥ dVec v Δ (x, y) := Real.sqrt_pos.1 hE
  have hx : HasDerivAt (fun s => dVec v Δ (s, y)) ![v, 0, 0] x := by
    refine hasDerivAt_pi.2 fun i => ?_
    fin_cases i
    · exact ((hasDerivAt_id' x).const_mul v).congr_deriv (mul_one v)
    · exact hasDerivAt_const x (v * y)
    · exact hasDerivAt_const x Δ
  have hy : HasDerivAt (fun s => dVec v Δ (x, s)) ![0, v, 0] y := by
    refine hasDerivAt_pi.2 fun i => ?_
    fin_cases i
    · exact hasDerivAt_const y (v * x)
    · exact ((hasDerivAt_id' y).const_mul v).congr_deriv (mul_one v)
    · exact hasDerivAt_const y Δ
  have nx : HasDerivAt (fun s => nVec v Δ (s, y)) (fun i => (![v, 0, 0] : Fin 3 → ℝ) i
      / energy v Δ (x, y) - (dVec v Δ (x, y) ⬝ᵥ ![v, 0, 0]) / energy v Δ (x, y) ^ 3
      * dVec v Δ (x, y) i) x := hasDerivAt_normalize hx hp
  have ny : HasDerivAt (fun s => nVec v Δ (x, s)) (fun i => (![0, v, 0] : Fin 3 → ℝ) i
      / energy v Δ (x, y) - (dVec v Δ (x, y) ⬝ᵥ ![0, v, 0]) / energy v Δ (x, y) ^ 3
      * dVec v Δ (x, y) i) y := hasDerivAt_normalize hy hp
  refine ⟨nx.differentiableAt, ny.differentiableAt, ?_⟩
  change 1 / 2 * ((fun i => dVec v Δ (x, y) i / energy v Δ (x, y)) ⬝ᵥ
    ((deriv (fun s => nVec v Δ (s, y)) x) ⨯₃ (deriv (fun s => nVec v Δ (x, s)) y))) = _
  have ht : dVec v Δ (x, y) ⬝ᵥ (![v, 0, 0] ⨯₃ ![0, v, 0]) = v ^ 2 * Δ := by
    simp only [dVec, cross_apply, dotProduct, Fin.sum_univ_three, Matrix.cons_val]
    ring
  rw [nx.deriv, ny.deriv, triple_product_normalized, ht]
  ring
```

For the Dirac vector, $\partial_xd=(v,0,0)$ and $\partial_yd=(0,v,0)$. Their cross product is $(0,0,v^2)$, and its dot product with $d$ is $v^2\Delta$. Hence

$$\Omega(k)=\frac{v^2\Delta}{2|d(k)|^3}.$$

The theorem states this together with differentiability of $n$ in each momentum component. It needs $\Delta\neq0$, so that $d$ never vanishes, but no condition on $v$. The facts `hx` and `hy` are the derivatives of $d$, `nx` and `ny` those of $n$, and `ht` is the triple product.

## From the plane to the radius

```lean
/-- The radial integral of the curvature from `R` to infinity, for `v > 0` and nonzero mass. -/
theorem radial_integral {v Δ : ℝ} (hv : 0 < v) (hΔ : Δ ≠ 0) {R : ℝ} (hR : 0 ≤ R) :
    ∫ r in Ioi R, r * (v ^ 2 * Δ / (2 * √(v ^ 2 * r ^ 2 + Δ ^ 2) ^ 3))
      = Δ / (2 * √(v ^ 2 * R ^ 2 + Δ ^ 2)) := by
  -- the antiderivative is `-1 / √(v²r² + Δ²)`
  have hder : ∀ r ∈ Ici R, HasDerivAt (fun r => -1 / √(v ^ 2 * r ^ 2 + Δ ^ 2))
      (v ^ 2 * r / √(v ^ 2 * r ^ 2 + Δ ^ 2) ^ 3) r := by
    intro r _
    have hpos : 0 < v ^ 2 * r ^ 2 + Δ ^ 2 := by positivity
    have hq : HasDerivAt (fun r => v ^ 2 * r ^ 2 + Δ ^ 2) (v ^ 2 * (2 * r)) r :=
      (((hasDerivAt_pow 2 r).const_mul (v ^ 2)).add_const (Δ ^ 2)).congr_deriv (by simp)
    have hne : √(v ^ 2 * r ^ 2 + Δ ^ 2) ≠ 0 := (Real.sqrt_pos.2 hpos).ne'
    refine ((hasDerivAt_const r (-1 : ℝ)).fun_div (hq.sqrt hpos.ne') hne).congr_deriv ?_
    generalize √(v ^ 2 * r ^ 2 + Δ ^ 2) = E at hne ⊢
    field
  have hlim : Tendsto (fun r => -1 / √(v ^ 2 * r ^ 2 + Δ ^ 2)) atTop (𝓝 0) := by
    refine Tendsto.const_div_atTop ?_ (-1)
    refine tendsto_atTop_mono (fun r => ?_) (tendsto_id.const_mul_atTop hv)
    exact (le_abs_self (v * r)).trans (Real.abs_le_sqrt (by nlinarith [sq_nonneg Δ]))
  have key := integral_Ioi_of_hasDerivAt_of_nonneg' hder (fun r hr => by
    have h0 : 0 ≤ r := hR.trans (le_of_lt hr)
    positivity) hlim
  calc _ = ∫ r in Ioi R, Δ / 2 * (v ^ 2 * r / √(v ^ 2 * r ^ 2 + Δ ^ 2) ^ 3) := by
        congr 1
        funext r
        ring
    _ = _ := by
        rw [integral_const_mul, key]
        ring
```

`Ioi R` is the interval $(R,\infty)$. By the chain rule,

$$\frac{d}{dr}\left(-\frac1{\varepsilon(r)}\right)=\frac{v^2r}{\varepsilon(r)^3}.$$

Since $\varepsilon(r)\ge vr$ and $v>0$, the antiderivative tends to zero at infinity. Therefore

$$\int_R^\infty r\,\frac{v^2\Delta}{2\varepsilon(r)^3}\,dr=\frac\Delta2\left[-\frac1{\varepsilon(r)}\right]_R^\infty=\frac{\Delta}{2\varepsilon(R)} .$$

`hder` is the derivative and `hlim` the limit. The Mathlib theorem used in `key` obtains integrability from the sign of the integrand, so the factor $\Delta/2$, which may be negative, is taken outside.

```lean
/-- The Berry curvature integrated over a measurable region that consists, away from the
origin, of the momenta with radius above `R ≥ 0`, for `v > 0` and nonzero mass. -/
theorem curvature_integral {v Δ : ℝ} (hv : 0 < v) (hΔ : Δ ≠ 0) {R : ℝ} (hR : 0 ≤ R)
    {s : Set (ℝ × ℝ)} (hs : MeasurableSet s)
    (h : ∀ r θ : ℝ, 0 < r → ((r * Real.cos θ, r * Real.sin θ) ∈ s ↔ R < r)) :
    ∫ k in s, berryCurvature v Δ k = π * Δ / √(v ^ 2 * R ^ 2 + Δ ^ 2) := by
  let F : ℝ → ℝ := fun r => r * (v ^ 2 * Δ / (2 * √(v ^ 2 * r ^ 2 + Δ ^ 2) ^ 3))
  rw [← integral_indicator hs, ← integral_comp_polarCoord_symm]
  -- in polar coordinates the integrand is a function of the radius alone
  have e : ∫ p in polarCoord.target, p.1 • s.indicator (berryCurvature v Δ) (polarCoord.symm p)
      = ∫ p in Ioi (0 : ℝ) ×ˢ Ioo (-π) π, (Ioi R).indicator F p.1 * (1 : ℝ) := by
    refine setIntegral_congr_fun (measurableSet_Ioi.prod measurableSet_Ioo) fun p hp => ?_
    have hm := h p.1 p.2 hp.1
    change p.1 * s.indicator (berryCurvature v Δ) (p.1 * Real.cos p.2, p.1 * Real.sin p.2)
      = (Ioi R).indicator F p.1 * 1
    by_cases hc : R < p.1
    · rw [indicator_of_mem (hm.2 hc), indicator_of_mem (show p.1 ∈ Ioi R from hc),
        (berryCurvature_eq v hΔ _).2.2, energy_polar, mul_one]
    · rw [indicator_of_notMem (mt hm.1 hc), indicator_of_notMem (show p.1 ∉ Ioi R from hc),
        mul_zero, zero_mul]
  have hprod := setIntegral_prod_mul (μ := (volume : Measure ℝ)) (ν := (volume : Measure ℝ))
    ((Ioi R).indicator F) (fun _ => (1 : ℝ)) (Ioi 0) (Ioo (-π) π)
  have hangle : ∫ _ in Ioo (-π) π, (1 : ℝ) = 2 * π := by
    rw [setIntegral_const, measureReal_def, Real.volume_Ioo,
      ENNReal.toReal_ofReal (by linarith [Real.pi_pos]), smul_eq_mul]
    ring
  refine (e.trans hprod).trans ?_
  rw [hangle, setIntegral_indicator measurableSet_Ioi, Ioi_inter_Ioi, sup_eq_right.2 hR,
    radial_integral hv hΔ hR]
  ring
```

Let $s$ be a measurable region that contains a point at radius $r>0$ exactly when $r>R$. Then

$$\int_s\Omega\,d^2k=\int_{-\pi}^{\pi}d\theta\int_R^\infty r\,\frac{v^2\Delta}{2\varepsilon(r)^3}\,dr=\frac{\pi\Delta}{\varepsilon(R)} .$$

The device on which this turns is `integral_comp_polarCoord_symm`, Mathlib's change of variables to polar coordinates. It equates an integral over the whole plane with one over $r>0$, $-\pi<\theta<\pi$, and supplies the Jacobian $r$, visible as `p.1 •`. The origin and the negative $k_x$ axis are missing from this chart, but they have zero area.

Because the device concerns the whole plane, the proof first replaces the region by an indicator function, equal to the integrand on $s$ and zero elsewhere. Step `e` shows that the result depends on the radius alone, `hprod` splits the double integral into a product, and `hangle` evaluates the angular factor as $2\pi$.

```lean
/-- The region `|d(k)| > |μ|` is measurable. -/
theorem measurableSet_region (v Δ μ : ℝ) : MeasurableSet {k | |μ| < energy v Δ k} := by
  have hc : Continuous (energy v Δ) := by
    rw [show energy v Δ = fun k => √(v ^ 2 * (k.1 ^ 2 + k.2 ^ 2) + Δ ^ 2) from
      funext (energy_eq v Δ)]
    fun_prop
  exact measurableSet_lt measurable_const hc.measurable
```

The dispersion is continuous, so the region $|d|>|\mu|$ is measurable, as the preceding theorem requires.

## The conductivity outside and inside the gap

```lean
/-- For `v > 0`, nonzero mass and `|μ| ≥ |Δ|`, the anomalous Hall conductivity is nonzero and
equals `Δ / (2|μ|)` in units of `e²/h`. -/
theorem hallConductivity_metal {v Δ μ : ℝ} (hv : 0 < v) (hΔ : Δ ≠ 0) (hμ : |Δ| ≤ |μ|) :
    hallConductivity v Δ μ ≠ 0 ∧ hallConductivity v Δ μ = Δ / (2 * |μ|) := by
  have hm : |μ| ≠ 0 := ((abs_pos.2 hΔ).trans_le hμ).ne'
  have hsq : 0 ≤ μ ^ 2 - Δ ^ 2 := sub_nonneg.2 (sq_le_sq.2 hμ)
  -- the Fermi radius
  have hR : v ^ 2 * (√(μ ^ 2 - Δ ^ 2) / v) ^ 2 + Δ ^ 2 = μ ^ 2 := by
    rw [div_pow, Real.sq_sqrt hsq, mul_div_cancel₀ _ (pow_ne_zero 2 hv.ne')]
    ring
  have hval : hallConductivity v Δ μ = Δ / (2 * |μ|) := by
    rw [hallConductivity, curvature_integral hv hΔ (R := √(μ ^ 2 - Δ ^ 2) / v)
      (by positivity) (measurableSet_region v Δ μ), hR, Real.sqrt_sq_eq_abs]
    · have hpi := Real.pi_ne_zero
      field
    · intro r θ hr
      change |μ| < energy v Δ _ ↔ _
      rw [energy_polar, Real.lt_sqrt (abs_nonneg μ), sq_abs, div_lt_iff₀ hv,
        Real.sqrt_lt' (mul_pos hr hv)]
      constructor <;> intro h <;> nlinarith
  refine ⟨?_, hval⟩
  rw [hval]
  exact div_ne_zero hΔ (mul_ne_zero two_ne_zero hm)
```

For $v>0$, $\Delta\neq0$ and $|\mu|\ge|\Delta|$, the Fermi radius is $R=\sqrt{\mu^2-\Delta^2}/v$. At positive radius, $\varepsilon(r)>|\mu|$ is equivalent to $v^2r^2>\mu^2-\Delta^2$, and so to $r>R$. Since $\varepsilon(R)=|\mu|$,

$$\sigma_{xy}=\frac1{2\pi}\,\frac{\pi\Delta}{|\mu|}=\frac{\Delta}{2|\mu|}\neq0 .$$

For positive $\mu$ this is $\Delta/(2\mu)$. In the code, `hR` is the statement $\varepsilon(R)^2=\mu^2$, and the last bullet proves the equivalence for the region.

The condition $|\mu|\ge|\Delta|$ matters. Take $v=1$, $\Delta=2$, $\mu=1$: the formula would give $1$, while the next theorem gives $1/2$.

```lean
/-- For `v > 0` and `|μ| ≤ |Δ|`, the anomalous Hall conductivity in units of `e²/h` is `1/2`
for positive mass and `-1/2` for negative mass. -/
theorem hallConductivity_gap {v Δ μ : ℝ} (hv : 0 < v) (hμ : |μ| ≤ |Δ|) :
    (0 < Δ → hallConductivity v Δ μ = 1 / 2) ∧
    (Δ < 0 → hallConductivity v Δ μ = -1 / 2) := by
  have key : Δ ≠ 0 → hallConductivity v Δ μ = Δ / (2 * |Δ|) := by
    intro hΔ
    have hm : |Δ| ≠ 0 := abs_ne_zero.2 hΔ
    rw [hallConductivity, curvature_integral hv hΔ le_rfl (measurableSet_region v Δ μ),
      show v ^ 2 * (0 : ℝ) ^ 2 + Δ ^ 2 = Δ ^ 2 by ring, Real.sqrt_sq_eq_abs]
    · have hpi := Real.pi_ne_zero
      field
    · -- every momentum other than the origin lies in the region
      intro r θ hr
      refine iff_of_true ?_ hr
      change |μ| < energy v Δ _
      rw [energy_polar, Real.lt_sqrt (abs_nonneg μ), sq_abs]
      have h1 : μ ^ 2 ≤ Δ ^ 2 := sq_le_sq.2 hμ
      have h2 : 0 < v ^ 2 * r ^ 2 := by positivity
      linarith
  constructor
  · intro h
    have hne := h.ne'
    rw [key hne, abs_of_pos h]
    field
  · intro h
    have hne := h.ne
    rw [key hne, abs_of_neg h]
    field

end

end DiracAnomalousHall
```

For $|\mu|\le|\Delta|$, every momentum other than the origin lies in the region, so $R=0$ and $\varepsilon(0)=|\Delta|$. Thus

$$\sigma_{xy}=\frac{\Delta}{2|\Delta|}=\begin{cases}+\tfrac12,&\Delta>0,\\[2pt]-\tfrac12,&\Delta<0.\end{cases}$$

`key` proves the common formula, and the two final bullets resolve the absolute value. At $|\mu|=|\Delta|$ the two theorems agree.

For this non-interacting, zero-temperature continuum cone, the two formulas give reference values for a numerical Berry-curvature integration over a momentum grid, in the limit of large grid extent and fine spacing. An integration over a finite disc of radius $K$ that contains any Fermi circle leaves out the tail $\Delta/(2\varepsilon(K))$, in units of $e^2/h$, which decays only as $1/K$. The half-integer belongs to the single cone and is not the integer Chern number of a filled, isolated lattice band.

```lean
#print axioms DiracAnomalousHall.hallConductivity_metal
#print axioms DiracAnomalousHall.hallConductivity_gap
```

```
'DiracAnomalousHall.hallConductivity_metal' depends on axioms: [propext, Classical.choice, Quot.sound]
'DiracAnomalousHall.hallConductivity_gap' depends on axioms: [propext, Classical.choice, Quot.sound]
```
